# Every Lindblad generator on n × n matrices, n ≥ 1, has a stationary density matrix

A driven atom leaks photons into its surroundings, and after a while I expect the drive and the losses to balance. In a Lindblad model with constant coefficients, that balance is a density matrix $\rho$ with $G(\rho)=0$, where $G$ is the generator of the master equation $d\rho/dt=G(\rho)$. Conservation of trace makes $G$ singular, so some nonzero matrix is annihilated. But why should one of these matrices be positive semidefinite with trace one, whatever the jump operators are? I would like to see a rigorous argument for finite dimension, and a machine-checked proof of it.

## A physical steady state exists for any choice of jumps

Let $H$ be a Hermitian matrix and $L_k$ finitely many arbitrary matrices of the same size. With $\hbar=1$ and the rates absorbed into the $L_k$,

$$G(\rho)=-i(H\rho-\rho H)+\sum_k\left(L_k\rho L_k^\dagger-\tfrac12\left(L_k^\dagger L_k\rho+\rho L_k^\dagger L_k\right)\right).$$

The argument assumes that no density matrix is stationary and finds a pure state that contradicts this.

### Trace conservation and the no-jump part

The commutator has trace zero, and cyclicity gives $\operatorname{tr}(L_k\rho L_k^\dagger)=\operatorname{tr}(L_k^\dagger L_k\rho)=\operatorname{tr}(\rho L_k^\dagger L_k)$, so $\operatorname{tr}G(\rho)=0$. Put $A=-iH-\tfrac12\sum_k L_k^\dagger L_k$. Since $H$ is Hermitian, $A^\dagger=iH-\tfrac12\sum_k L_k^\dagger L_k$, and collecting terms gives

$$G(\rho)=A\rho+\rho A^\dagger+\sum_k L_k\rho L_k^\dagger.$$

### A functional that is positive on every velocity

The density matrices form a convex set. It is closed, because it is defined by equalities and weak inequalities between continuous functions. It is also bounded: the populations $\rho_{ii}$ are nonnegative and sum to one, and the $2\times2$ minors give $|\rho_{ij}|^2\le\rho_{ii}\rho_{jj}\le1$. The set is therefore compact, and so is its image under the continuous linear map $G$, which is convex as well.

If $0$ were not in this image, a hyperplane would separate the two. There would be a real linear functional $f$ and a number $u>0$ with $f(G(\rho))>u$ for every density matrix $\rho$.

### The pure state that maximises the functional

The unit vectors form a compact set, so some unit vector $v$ maximises $f(vv^\dagger)$. Call the maximum $m$. Rescaling gives $f(xx^\dagger)\le m\|x\|^2$ for every vector $x$. Define

$$g(X)=m\operatorname{Re}\operatorname{tr}X-f(X).$$

Then $g(xx^\dagger)\ge0$ for all $x$, and $g(vv^\dagger)=0$.

Now set $w=Av$, $b=g(wv^\dagger+vw^\dagger)$ and $c=g(ww^\dagger)\ge0$. For every real $t$,

$$0\le g\big((v+tw)(v+tw)^\dagger\big)=tb+t^2c.$$

At $t=-b/(c+1)$ the right side equals $-b^2/(c+1)^2$, so $b=0$. Since $Avv^\dagger+vv^\dagger A^\dagger=wv^\dagger+vw^\dagger$, the no-jump part contributes nothing to $g(G(vv^\dagger))$. Each jump term is $(L_kv)(L_kv)^\dagger$, on which $g$ is nonnegative. Hence $g(G(vv^\dagger))\ge0$.

Because $G(vv^\dagger)$ is traceless, $g(G(vv^\dagger))=-f(G(vv^\dagger))$. So $f(G(vv^\dagger))\le0$, while the separation requires it to exceed $u>0$. This contradiction proves existence.

### The physical content of `exists_steady_state`

The theorem says that if `H.IsHermitian` holds, then for every family `L` there is a `ρ` with `IsDensity ρ` and `lindblad H L ρ = 0`. The finite type `n` labels the basis states, and `[Nonempty n]` excludes dimension zero. The finite type `κ` labels the jump channels and may be empty, which leaves purely Hamiltonian evolution. `IsDensity` means positive semidefinite, which includes Hermitian, with trace one. The matrix `pure v` is $vv^\dagger$ without normalisation, and it is a density matrix when $\sum_i|v_i|^2=1$.

The Lindblad form is taken as given. It stands for an environment without memory, and no microscopic derivation of it is attempted. `H` and `L` are constant in time; for an atom driven by a laser, such a model is usually obtained in the frame rotating with the laser, after the rotating-wave approximation. The theorem does not address uniqueness, relaxation towards the steady state, or infinite-dimensional spaces such as an untruncated cavity mode.

For simulations of open quantum systems with a constant Lindblad generator in a finite basis, this means that a steady-state solver always has a physical solution to find.

`dephasing_stationary` shows how uniqueness can fail. If $H$ and all $L_k$ are diagonal, every diagonal matrix is stationary, so in dimension two or more there are many stationary density matrices. This theorem allows complex diagonal entries in `H`, since Hermiticity plays no part in it.

```lean
import Mathlib

open Matrix
open scoped ComplexOrder

namespace LindbladSteadyState

noncomputable section

variable {n κ : Type*} [Fintype n] [DecidableEq n] [Fintype κ]

/-- The Lindblad generator with Hamiltonian `H` and jump operators `L k`, acting on `ρ`. -/
def lindblad (H : Matrix n n ℂ) (L : κ → Matrix n n ℂ) (ρ : Matrix n n ℂ) : Matrix n n ℂ :=
  (-Complex.I) • (H * ρ - ρ * H) +
    ∑ k, (L k * ρ * (L k)ᴴ - (1 / 2 : ℂ) • ((L k)ᴴ * L k * ρ + ρ * ((L k)ᴴ * L k)))

/-- A density matrix: positive semidefinite with trace one. -/
def IsDensity (ρ : Matrix n n ℂ) : Prop := ρ.PosSemidef ∧ ρ.trace = 1

/-- The unnormalised pure state `v v*` of a state vector `v`. -/
def pure (v : n → ℂ) : Matrix n n ℂ := vecMulVec v (star v)

/-- The generator of the evolution between jumps, `-iH - ½ ∑ L*L`. -/
def noJump (H : Matrix n n ℂ) (L : κ → Matrix n n ℂ) : Matrix n n ℂ :=
  (-Complex.I) • H - (1 / 2 : ℂ) • ∑ k, (L k)ᴴ * L k

omit [DecidableEq n] in
/-- The Lindblad generator produces traceless matrices. -/
theorem trace_lindblad (H : Matrix n n ℂ) (L : κ → Matrix n n ℂ) (ρ : Matrix n n ℂ) :
    (lindblad H L ρ).trace = 0 := by
  have hk : ∀ k, (L k * ρ * (L k)ᴴ -
      (1 / 2 : ℂ) • ((L k)ᴴ * L k * ρ + ρ * ((L k)ᴴ * L k))).trace = 0 := by
    intro k
    rw [trace_sub, trace_smul, trace_add, trace_mul_cycle (L k) ρ, trace_mul_comm ρ,
      smul_eq_mul]
    ring
  rw [lindblad, trace_add, trace_smul, trace_sub, trace_mul_comm H ρ, trace_sum,
    Finset.sum_eq_zero (fun k _ => hk k)]
  simp

/-- For Hermitian `H`, the generator is `A ρ + ρ A* + ∑ L ρ L*` with `A = noJump H L`. -/
theorem lindblad_eq_noJump {H : Matrix n n ℂ} (hH : H.IsHermitian) (L : κ → Matrix n n ℂ)
    (ρ : Matrix n n ℂ) :
    lindblad H L ρ = noJump H L * ρ + ρ * (noJump H L)ᴴ + ∑ k, L k * ρ * (L k)ᴴ := by
  have hA : (noJump H L)ᴴ = Complex.I • H - (1 / 2 : ℂ) • ∑ k, (L k)ᴴ * L k := by
    simp [noJump, conjTranspose_sub, conjTranspose_smul, conjTranspose_sum,
      conjTranspose_mul, hH.eq]
  rw [hA, lindblad, noJump]
  simp only [Finset.sum_sub_distrib, ← Finset.smul_sum, Finset.sum_add_distrib, sub_mul,
    mul_sub, smul_mul_assoc, mul_smul_comm, ← Finset.sum_mul, ← Finset.mul_sum]
  module

/-- The generator respects real linear combinations of matrices. -/
theorem lindblad_combo (H : Matrix n n ℂ) (L : κ → Matrix n n ℂ) (a b : ℝ)
    (ρ σ : Matrix n n ℂ) :
    lindblad H L (a • ρ + b • σ) = a • lindblad H L ρ + b • lindblad H L σ := by
  simp only [lindblad, smul_add, Finset.smul_sum]
  rw [add_add_add_comm, ← Finset.sum_add_distrib]
  congr 1
  · simp only [mul_add, add_mul, mul_smul_comm, smul_mul_assoc]
    module
  · refine Finset.sum_congr rfl fun k _ => ?_
    simp only [mul_add, add_mul, mul_smul_comm, smul_mul_assoc]
    module

omit [DecidableEq n] in
/-- The density matrices form a compact set. -/
theorem isCompact_density : IsCompact {ρ : Matrix n n ℂ | IsDensity ρ} := by
  have hK : IsCompact {ρ : n → n → ℂ | ∀ i j, ρ i j ∈ Metric.closedBall (0 : ℂ) 1} := by
    have h := isCompact_univ_pi (fun _ : n => isCompact_univ_pi
      (fun _ : n => isCompact_closedBall (0 : ℂ) 1))
    convert h using 1
    ext ρ
    simp [Set.mem_pi]
  have hq : ∀ x : n → ℂ, Continuous fun ρ : Matrix n n ℂ => star x ⬝ᵥ ρ *ᵥ x := fun x =>
    continuous_finsetSum _ fun i _ => continuous_const.mul
      (continuous_finsetSum _ fun j _ => (continuous_id.matrix_elem i j).mul continuous_const)
  have hcl : IsClosed {ρ : Matrix n n ℂ | IsDensity ρ} := by
    have he : {ρ : Matrix n n ℂ | IsDensity ρ} = ({ρ | ρᴴ = ρ} ∩
        ⋂ x : n → ℂ, ({ρ | 0 ≤ (star x ⬝ᵥ ρ *ᵥ x).re} ∩ {ρ | 0 = (star x ⬝ᵥ ρ *ᵥ x).im})) ∩
        {ρ | ρ.trace = 1} := by
      ext ρ
      simp only [IsDensity, posSemidef_iff_dotProduct_mulVec, IsHermitian, Complex.le_def,
        Set.mem_ofPred_eq, Set.mem_inter_iff, Set.mem_iInter, Complex.zero_re, Complex.zero_im]
    rw [he]
    exact ((isClosed_eq continuous_id.matrix_conjTranspose continuous_id).inter
      (isClosed_iInter fun x =>
        (isClosed_le continuous_const (Complex.continuous_re.comp (hq x))).inter
        (isClosed_eq continuous_const (Complex.continuous_im.comp (hq x))))).inter
      (isClosed_eq continuous_id.matrix_trace continuous_const)
  refine IsCompact.of_isClosed_subset (X := Matrix n n ℂ) hK hcl ?_
  intro ρ h i j
  have hd : ∀ k, 0 ≤ (ρ k k).re ∧ 0 = (ρ k k).im := fun k =>
    Complex.le_def.mp (h.1.diag_nonneg (i := k))
  have ht : ∑ k, (ρ k k).re = 1 := by
    simpa [Matrix.trace] using congrArg Complex.re h.2
  have hre : ∀ k, (ρ k k).re ≤ 1 := fun k => ht ▸
    Finset.single_le_sum (f := fun k => (ρ k k).re) (fun k _ => (hd k).1) (Finset.mem_univ k)
  -- the 2 × 2 minors bound the coherences by the populations
  have hdet : 0 ≤ ρ i i * ρ j j - ρ i j * ρ j i := by
    have h2 := (h.1.submatrix ![i, j]).det_nonneg
    rw [Matrix.det_fin_two] at h2
    exact h2
  rw [← h.1.isHermitian.apply j i] at hdet
  have h1 := (Complex.le_def.mp hdet).1
  simp only [Complex.sub_re, Complex.mul_re, Complex.star_def, Complex.conj_re,
    Complex.conj_im, Complex.zero_re, ← (hd i).2] at h1
  have hp := mul_le_one₀ (hre i) (hd j).1 (hre j)
  have hs : ‖ρ i j‖ ^ 2 ≤ 1 := by
    rw [Complex.sq_norm, Complex.normSq_apply]
    linarith
  rw [mem_closedBall_zero_iff]
  nlinarith [norm_nonneg (ρ i j)]

/-- For every continuous real-linear functional `f` there is a unit vector `v` such that `f (pure
x)` is at most `f (pure v)` times `∑ |x i|²`, for all vectors `x`. -/
theorem exists_extremal_pure [Nonempty n] (f : Matrix n n ℂ →L[ℝ] ℝ) :
    ∃ v : n → ℂ, ∑ i, Complex.normSq (v i) = 1 ∧
      ∀ x, f (pure x) ≤ f (pure v) * ∑ i, Complex.normSq (x i) := by
  have hcl : IsClosed {v : n → ℂ | ∑ i, Complex.normSq (v i) = 1} :=
    isClosed_eq (continuous_finsetSum _ fun i _ =>
      Complex.continuous_normSq.comp (continuous_apply i)) continuous_const
  have hS : IsCompact {v : n → ℂ | ∑ i, Complex.normSq (v i) = 1} := by
    refine (isCompact_univ_pi fun _ : n => isCompact_closedBall (0 : ℂ) 1).of_isClosed_subset
      hcl ?_
    intro v hv i _
    have h1 : Complex.normSq (v i) ≤ 1 := hv ▸ Finset.single_le_sum
      (f := fun i => Complex.normSq (v i)) (fun i _ => Complex.normSq_nonneg _)
      (Finset.mem_univ i)
    rw [← Complex.sq_norm] at h1
    rw [mem_closedBall_zero_iff]
    nlinarith [norm_nonneg (v i)]
  have hne : {v : n → ℂ | ∑ i, Complex.normSq (v i) = 1}.Nonempty := by
    obtain ⟨i₀⟩ := ‹Nonempty n›
    refine ⟨Pi.single i₀ 1, ?_⟩
    rw [Set.mem_ofPred_eq, Finset.sum_eq_single i₀]
    · simp
    · intro b _ hb
      simp [Pi.single_eq_of_ne hb]
    · simp
  have hc : Continuous fun x : n → ℂ => f (pure x) :=
    f.continuous.comp (continuous_matrix fun i j =>
      (continuous_apply i).mul (continuous_apply j).star)
  obtain ⟨v, hv, hmax⟩ := hS.exists_isMaxOn hne hc.continuousOn
  refine ⟨v, hv, fun x => ?_⟩
  have hs0 : 0 ≤ ∑ i, Complex.normSq (x i) :=
    Finset.sum_nonneg fun i _ => Complex.normSq_nonneg _
  rcases hs0.eq_or_lt with h0 | hpos
  · have hx : x = 0 := by
      funext i
      exact Complex.normSq_eq_zero.mp ((Finset.sum_eq_zero_iff_of_nonneg
        fun i _ => Complex.normSq_nonneg (x i)).mp h0.symm i (Finset.mem_univ i))
    have hp : pure x = 0 := by
      ext i j
      simp [pure, hx, vecMulVec_apply]
    rw [hp, ← h0]
    simp
  · -- normalise `x` and compare with the maximiser
    set s := ∑ i, Complex.normSq (x i) with hs
    have hc2 : (√s)⁻¹ ^ 2 = s⁻¹ := by rw [inv_pow, Real.sq_sqrt hpos.le]
    have hy : ∑ i, Complex.normSq (((√s)⁻¹ • x) i) = 1 := by
      have : ∀ i, Complex.normSq (((√s)⁻¹ • x) i) = s⁻¹ * Complex.normSq (x i) := by
        intro i
        rw [Pi.smul_apply, Complex.real_smul, Complex.normSq_mul, Complex.normSq_ofReal,
          ← sq, hc2]
      rw [Finset.sum_congr rfl fun i _ => this i, ← Finset.mul_sum, ← hs]
      exact inv_mul_cancel₀ hpos.ne'
    have hpy : pure ((√s)⁻¹ • x) = s⁻¹ • pure x := by
      rw [← hc2]
      ext i j
      simp only [pure, vecMulVec_apply, Pi.smul_apply, Pi.star_apply, Matrix.smul_apply,
        Complex.real_smul, Complex.star_def, map_mul, Complex.conj_ofReal, Complex.ofReal_pow]
      ring
    have hm : f (pure ((√s)⁻¹ • x)) ≤ f (pure v) := hmax hy
    rw [hpy, map_smul, smul_eq_mul, inv_mul_le_iff₀ hpos] at hm
    linarith

/-- Let `H` be Hermitian. If a real-linear functional is nonnegative on every `pure x` and vanishes
on `pure v`, then it is nonnegative on the Lindblad generator applied to `pure v`. -/
theorem flow_inward {H : Matrix n n ℂ} (hH : H.IsHermitian) (L : κ → Matrix n n ℂ)
    (g : Matrix n n ℂ →ₗ[ℝ] ℝ) (hg : ∀ x, 0 ≤ g (pure x)) (v : n → ℂ) (hv : g (pure v) = 0) :
    0 ≤ g (lindblad H L (pure v)) := by
  set w := noJump H L *ᵥ v with hw
  -- first-order condition at the minimum `v`
  have hb : g (vecMulVec w (star v) + vecMulVec v (star w)) = 0 := by
    set b := g (vecMulVec w (star v) + vecMulVec v (star w)) with hbdef
    have ht : ∀ t : ℝ, 0 ≤ t * b + t ^ 2 * g (pure w) := by
      intro t
      have he : pure (v + t • w) = pure v +
          t • (vecMulVec w (star v) + vecMulVec v (star w)) + (t ^ 2) • pure w := by
        ext i j
        simp only [pure, vecMulVec_apply, Pi.add_apply, Pi.smul_apply, Pi.star_apply,
          Matrix.add_apply, Matrix.smul_apply, Complex.real_smul, Complex.star_def, map_add,
          map_mul, Complex.conj_ofReal, Complex.ofReal_pow]
        ring
      have h := hg (v + t • w)
      rw [he, map_add, map_add, map_smul, map_smul, hv, ← hbdef] at h
      simpa using h
    have hc : 0 < g (pure w) + 1 := by linarith [hg w]
    have h := ht (-b / (g (pure w) + 1))
    have he : -b / (g (pure w) + 1) * b + (-b / (g (pure w) + 1)) ^ 2 * g (pure w)
        = -(b / (g (pure w) + 1)) ^ 2 := by
      have := hc.ne'
      field_simp
      ring
    rw [he] at h
    have hz : b / (g (pure w) + 1) = 0 := by
      apply pow_eq_zero_iff (two_ne_zero) |>.mp
      linarith [sq_nonneg (b / (g (pure w) + 1))]
    exact (div_eq_zero_iff.mp hz).resolve_right hc.ne'
  have hconj : ∀ M : Matrix n n ℂ, M * pure v * Mᴴ = pure (M *ᵥ v) := by
    intro M
    rw [pure, pure, mul_vecMulVec, vecMulVec_mul, star_mulVec]
  have hsplit : noJump H L * pure v + pure v * (noJump H L)ᴴ
      = vecMulVec w (star v) + vecMulVec v (star w) := by
    rw [pure, mul_vecMulVec, vecMulVec_mul, hw, star_mulVec]
  rw [lindblad_eq_noJump hH, hsplit, map_add, hb, zero_add, map_sum]
  exact Finset.sum_nonneg fun k _ => by rw [hconj]; exact hg _

/-- Every Lindblad generator on a nonzero finite-dimensional space, with Hermitian Hamiltonian
and finitely many arbitrary jump operators, has a stationary density matrix. -/
theorem exists_steady_state [Nonempty n] {H : Matrix n n ℂ} (hH : H.IsHermitian)
    (L : κ → Matrix n n ℂ) : ∃ ρ, IsDensity ρ ∧ lindblad H L ρ = 0 := by
  by_contra hno
  have : LocallyConvexSpace ℝ (Matrix n n ℂ) :=
    inferInstanceAs (LocallyConvexSpace ℝ (n → n → ℂ))
  have hcont : Continuous (lindblad H L) := by
    unfold lindblad
    fun_prop
  have hconv : Convex ℝ (lindblad H L '' {ρ | IsDensity ρ}) := by
    rintro _ ⟨ρ, hρ, rfl⟩ _ ⟨σ, hσ, rfl⟩ a b ha hb hab
    refine ⟨a • ρ + b • σ, ⟨(hρ.1.smul ha).add (hσ.1.smul hb), ?_⟩, lindblad_combo H L a b ρ σ⟩
    rw [trace_add, trace_smul, trace_smul, hρ.2, hσ.2, ← add_smul, hab, one_smul]
  have h0 : (0 : Matrix n n ℂ) ∉ lindblad H L '' {ρ | IsDensity ρ} := by
    rintro ⟨ρ, hρ, h⟩
    exact hno ⟨ρ, hρ, h⟩
  -- separate zero from all velocities of the flow
  obtain ⟨f, u, hu, hf⟩ := geometric_hahn_banach_point_closed hconv
    (isCompact_density.image hcont).isClosed h0
  rw [map_zero] at hu
  obtain ⟨v, hv, hmax⟩ := exists_extremal_pure f
  have htr : ∀ x : n → ℂ, (pure x).trace = ((∑ i, Complex.normSq (x i) : ℝ) : ℂ) := by
    intro x
    simp [pure, Matrix.trace, vecMulVec_apply, Complex.mul_conj]
  let g : Matrix n n ℂ →ₗ[ℝ] ℝ :=
    { toFun := fun X => f (pure v) * X.trace.re - f X
      map_add' := fun X Y => by
        rw [trace_add, Complex.add_re, map_add]
        ring
      map_smul' := fun c X => by
        rw [trace_smul, Complex.smul_re, map_smul, RingHom.id_apply]
        simp only [smul_eq_mul]
        ring }
  have hgX : ∀ X, g X = f (pure v) * X.trace.re - f X := fun _ => rfl
  have hin := flow_inward hH L g
    (fun x => by rw [hgX, htr, Complex.ofReal_re]; linarith [hmax x]) v
    (by rw [hgX, htr, hv, Complex.ofReal_re]; ring)
  rw [hgX, trace_lindblad, Complex.zero_re, mul_zero] at hin
  have hd : IsDensity (pure v) :=
    ⟨posSemidef_vecMulVec_self_star v, by rw [htr, hv, Complex.ofReal_one]⟩
  linarith [hf _ ⟨pure v, hd, rfl⟩]

/-- When the Hamiltonian and all jump operators are diagonal, every diagonal matrix is
stationary. -/
theorem dephasing_stationary (h p : n → ℂ) (l : κ → n → ℂ) :
    lindblad (diagonal h) (fun k => diagonal (l k)) (diagonal p) = 0 := by
  have hc : ∀ a b : n → ℂ, diagonal a * diagonal b = diagonal b * diagonal a := by
    intro a b
    simp only [diagonal_mul_diagonal, mul_comm]
  rw [lindblad, hc h p, sub_self, smul_zero, zero_add]
  refine Finset.sum_eq_zero fun k _ => ?_
  rw [diagonal_conjTranspose, hc (l k) p, mul_assoc, hc (l k) (star (l k)),
    mul_assoc, ← mul_assoc (diagonal (star (l k))), hc (star (l k)) (l k)]
  simp only [diagonal_mul_diagonal]
  ext i j
  by_cases hij : i = j
  · subst hij
    simp only [Matrix.sub_apply, Matrix.smul_apply, Matrix.add_apply, diagonal_apply_eq,
      Matrix.zero_apply, smul_eq_mul]
    ring
  · simp [hij]

end

end LindbladSteadyState
```

```lean
#print axioms LindbladSteadyState.exists_steady_state
-- 'LindbladSteadyState.exists_steady_state' depends on axioms: [propext, Classical.choice, Quot.sound]
#print axioms LindbladSteadyState.dephasing_stationary
-- 'LindbladSteadyState.dephasing_stationary' depends on axioms: [propext, Classical.choice, Quot.sound]
```

### How the Lean proof follows the argument

`trace_lindblad` is the cyclicity computation, and `lindblad_eq_noJump` is the splitting with $A$ written as `noJump H L`. In the latter, `simp` distributes the products and `module` compares the coefficients. `lindblad_combo` gives the real linearity that makes the image convex.

`isCompact_density` places the density matrices in a product of closed unit discs (`hK`), shows that they form a closed set (`hcl`), and bounds the coherences through the determinant inequality `hdet`.

`exists_extremal_pure` obtains the maximiser from `exists_isMaxOn`. It then extends the bound to all vectors, treating $x=0$ separately and normalising every other $x$.

`flow_inward` contains the variational step. There `ht` is the inequality $0\le tb+t^2c$, evaluated at the same $t$ as above to give `hb`, that is, $b=0$. `hconj` rewrites each jump term as `pure (L k *ᵥ v)`, on which `g` is nonnegative, and `Finset.sum_nonneg` adds up their contributions.

`exists_steady_state` starts with `by_contra`. It obtains $f$ and $u$ from `geometric_hahn_banach_point_closed`, builds `g`, and applies `flow_inward` at the maximiser. Tracelessness removes the first term of `g`, and the last `linarith` combines the two incompatible inequalities for $f(G(vv^\dagger))$.

`dephasing_stationary` is independent of the rest: diagonal matrices commute, so the commutator and each dissipator vanish.
